# The stable Onsager correction on a finite q-mesh is unique, and nonnegative for a zero-mean interaction

## Which root of the sum rule is the Onsager correction?

I want to define the Onsager correction by two conditions together, the single-site sum rule and stability of the paramagnet at every wave vector of a finite mesh, because the sum rule alone can have several real roots. In the disordered-local-moment picture, the reduced paramagnetic susceptibility is

χ(q) = 1/(a − S(q) + L), with a = 3kT > 0,

where S(q) is the lattice Fourier transform of the interaction between moments, taken to be real, and L is the correction, often written Λ. The conditions on L are

S(q) < a + L for every q on the mesh, and ⟨χ⟩ = 1/a,

where ⟨·⟩ is the average over this finite, nonempty mesh. If ⟨S⟩ = 0, I expect exactly one such L, with L ≥ 0, and L = 0 only when S vanishes everywhere. Can this be proved rigorously and checked by machine?

## Exactly one root is stable, and zero mean fixes its sign

Yes. Stability does select a root: for two mesh points with S = 2, −2 and a = 3, both L = 1 and L = −4 satisfy the sum rule, but only L = 1 is stable.

### Existence and uniqueness from a decreasing average

On the stable branch all denominators are positive. Raising L raises each of them, so ⟨χ⟩ strictly decreases and can equal 1/a at most once.

For existence, let n be the number of mesh points and M = S(q0) the maximum of S. At L = M − a + a/n the denominators are a/n + M − S(q) ≥ a/n, with equality at q0. That one mode contributes n/a to the sum and the others are positive, so ⟨χ⟩ ≥ 1/a. At L = M the denominators are a + M − S(q) ≥ a, so ⟨χ⟩ ≤ 1/a. The average is continuous in between and therefore takes the value 1/a. Zero mean has not been used.

### The sign from two averages

Averaging (a + L − S)χ = 1 and inserting ⟨χ⟩ = 1/a gives

(a + L)/a − ⟨Sχ⟩ = 1, hence L = a⟨Sχ⟩.

Multiplying the same identity by S gives S²χ = (a + L)Sχ − S. With ⟨S⟩ = 0, its average is

⟨S²χ⟩ = (a + L)⟨Sχ⟩, hence L(a + L) = a⟨S²χ⟩.

The right side is nonnegative. Averaging S(q) < a + L gives a + L > 0, so L ≥ 0. If L = 0, every term S²χ vanishes, and since χ > 0, so does S. Conversely, S = 0 gives L = a⟨Sχ⟩ = 0.

Two further results follow. If S(q) ≤ M for all q, for any bound M, then L = a⟨Sχ⟩ ≤ aM⟨χ⟩ = M. For two mesh points with S = s, −s, put x = a + L. The sum rule becomes

x/(x² − s²) = 1/a, or x² − ax − s² = 0.

Stability requires x > |s|, which selects the larger root:

L = (√(a² + 4s²) − a)/2.

### What the Lean statement says

The type `ι` labels the mesh points; it is finite and nonempty, and carries no lattice geometry. `S : ι → ℝ` is the interaction, positive where it favours order, and `meanQ` is the equal-weight average. `IsOnsager S a L` joins the two conditions. Stability also keeps every denominator away from zero, where Lean would set 1/0 = 0.

The main theorem, `onsager_correction`, assumes `0 < a` and `meanQ S = 0`. It states that exactly one `L` satisfies `IsOnsager S a L`, and that any such `L` is nonnegative and is zero exactly when `S q = 0` for all `q`.

The sum rule is taken as part of the definition of the correction, alongside stability, and is not derived from a cavity-field argument. It stands for the fixed length of each moment, which in an isotropic paramagnet makes the single-site response equal to that of a free moment, 1/(3kT) for a classical unit vector. On a uniform mesh that contains q = 0, zero mean says that the couplings of a moment to itself and to its periodic images, in the cell that the mesh represents, add up to zero. The interaction is given, not computed from an electronic structure; matrix-valued interactions for several sublattices and the limit of an infinitely fine mesh are not treated.

For disordered-local-moment calculations with one scalar correction and a finite mesh of equally weighted points, the proof supplies a bracket for a root finder, from M − a + a/n to M with M = max S. Since a stable root exists for every a > 0, an ordering temperature does not appear on a finite mesh as the loss of this root. Stability is guaranteed only at the mesh points; between them S(q) may still exceed a + L.

```lean
import Mathlib

open Finset

namespace OnsagerCorrection

noncomputable section

variable {ι : Type*}

/-- The reduced paramagnetic susceptibility at wave vector `q`, with `a = 3kT` and Onsager
correction `L`; its domain is `a - S q + L ≠ 0`. -/
def chi (S : ι → ℝ) (a L : ℝ) (q : ι) : ℝ := 1 / (a - S q + L)

/-- On the stable branch the susceptibility is positive and is the inverse of `a - S q + L`. -/
theorem chi_pos_and_inverse {S : ι → ℝ} {a L : ℝ} {q : ι} (h : S q < a + L) :
    0 < chi S a L q ∧ (a - S q + L) * chi S a L q = 1 := by
  have hd : 0 < a - S q + L := by linarith
  exact ⟨one_div_pos.2 hd, mul_one_div_cancel hd.ne'⟩

variable [Fintype ι]

/-- The average of a function over the finite mesh of wave vectors, for a nonempty mesh. -/
def meanQ (f : ι → ℝ) : ℝ := (∑ q, f q) / (Fintype.card ι : ℝ)

/-- `L` is an Onsager correction: the paramagnetic state is stable at every wave vector, and the
averaged susceptibility equals the susceptibility `1 / a` of a free moment. -/
def IsOnsager (S : ι → ℝ) (a L : ℝ) : Prop :=
  (∀ q, S q < a + L) ∧ meanQ (chi S a L) = 1 / a

variable [Nonempty ι]

/-- On the stable branch the averaged susceptibility decreases strictly as the correction grows. -/
theorem meanQ_chi_strictAnti {S : ι → ℝ} {a L L' : ℝ} (hL : ∀ q, S q < a + L) (h : L < L') :
    meanQ (chi S a L') < meanQ (chi S a L) := by
  have hn : (0 : ℝ) < Fintype.card ι := by exact_mod_cast Fintype.card_pos
  refine div_lt_div_of_pos_right (Finset.sum_lt_sum_of_nonempty univ_nonempty ?_) hn
  intro q _
  exact one_div_lt_one_div_of_lt (by linarith [hL q]) (by linarith)

/-- At every positive temperature there is exactly one Onsager correction, for any real
interaction on the mesh. -/
theorem existsUnique_onsager (S : ι → ℝ) {a : ℝ} (ha : 0 < a) : ∃! L, IsOnsager S a L := by
  have hn : (0 : ℝ) < Fintype.card ι := by exact_mod_cast Fintype.card_pos
  have h1 : (1 : ℝ) ≤ Fintype.card ι := by
    exact_mod_cast Nat.succ_le_of_lt (Fintype.card_pos (α := ι))
  obtain ⟨q0, hq0⟩ := Finite.exists_max S
  have hpos : 0 < a / (Fintype.card ι : ℝ) := div_pos ha hn
  have hle : a / (Fintype.card ι : ℝ) ≤ a := div_le_self ha.le h1
  have hcont : ContinuousOn (fun L => meanQ (chi S a L))
      (Set.Icc (S q0 - a + a / (Fintype.card ι : ℝ)) (S q0)) := by
    unfold meanQ chi
    apply ContinuousOn.div_const
    apply continuousOn_finsetSum
    intro q _
    apply ContinuousOn.div continuousOn_const (by fun_prop)
    intro L hL
    have hd : 0 < a - S q + L := by linarith [hq0 q, hL.1]
    exact hd.ne'
  -- at the lower endpoint the leading mode alone reaches the sum rule
  have hlow : 1 / a ≤ meanQ (chi S a (S q0 - a + a / (Fintype.card ι : ℝ))) := by
    have hs := Finset.single_le_sum
      (f := chi S a (S q0 - a + a / (Fintype.card ι : ℝ)))
      (fun q _ => (chi_pos_and_inverse (by linarith [hq0 q])).1.le) (mem_univ q0)
    have hc : chi S a (S q0 - a + a / (Fintype.card ι : ℝ)) q0 = 1 / a * Fintype.card ι := by
      unfold chi
      rw [show a - S q0 + (S q0 - a + a / (Fintype.card ι : ℝ))
        = a / (Fintype.card ι : ℝ) by ring, one_div_div]
      ring
    unfold meanQ
    rw [le_div_iff₀ hn, ← hc]
    exact hs
  -- at `L = max S` no mode exceeds the free-moment value
  have hup : meanQ (chi S a (S q0)) ≤ 1 / a := by
    unfold meanQ
    rw [div_le_iff₀ hn]
    calc ∑ q, chi S a (S q0) q ≤ ∑ _q : ι, 1 / a :=
          Finset.sum_le_sum fun q _ => one_div_le_one_div_of_le ha (by linarith [hq0 q])
      _ = 1 / a * Fintype.card ι := by
          rw [Finset.sum_const, Finset.card_univ, nsmul_eq_mul, mul_comm]
  obtain ⟨L, hL, hLe⟩ := intermediate_value_Icc' (by linarith) hcont ⟨hup, hlow⟩
  refine ⟨L, ⟨fun q => by linarith [hq0 q, hL.1], hLe⟩, ?_⟩
  intro L' h'
  have hLe' : meanQ (chi S a L) = 1 / a := hLe
  rcases lt_trichotomy L' L with h | h | h
  · linarith [meanQ_chi_strictAnti h'.1 h, h'.2]
  · exact h
  · have hst : ∀ q, S q < a + L := fun q => by linarith [hq0 q, hL.1]
    linarith [meanQ_chi_strictAnti hst h, h'.2]

/-- Feedback formula: the Onsager correction is `a` times the mesh average of interaction times
susceptibility. -/
theorem onsager_feedback {S : ι → ℝ} {a L : ℝ} (ha : 0 < a) (h : IsOnsager S a L) :
    L = a * meanQ (fun q => S q * chi S a L q) := by
  have hn : (0 : ℝ) < Fintype.card ι := by exact_mod_cast Fintype.card_pos
  have hp : ∀ q, S q * chi S a L q = (a + L) * chi S a L q - 1 := fun q => by
    linear_combination -(chi_pos_and_inverse (h.1 q)).2
  have hc : ∑ _q : ι, (1 : ℝ) = Fintype.card ι := by simp
  have key : meanQ (fun q => S q * chi S a L q) = (a + L) * meanQ (chi S a L) - 1 := by
    unfold meanQ
    rw [Finset.sum_congr rfl (fun q _ => hp q), Finset.sum_sub_distrib, ← Finset.mul_sum, hc,
      sub_div, div_self hn.ne', mul_div_assoc]
  have hi : a * (1 / a) = 1 := mul_one_div_cancel ha.ne'
  rw [key, h.2]
  linear_combination (-(a + L)) * hi

/-- For an interaction of zero mean, `L (a + L)` equals `a` times the mesh average of the squared
interaction weighted by the susceptibility. -/
theorem onsager_quadratic {S : ι → ℝ} {a L : ℝ} (ha : 0 < a) (hS : meanQ S = 0)
    (h : IsOnsager S a L) :
    L * (a + L) = a * meanQ (fun q => S q ^ 2 * chi S a L q) := by
  have hp : ∀ q, S q ^ 2 * chi S a L q = (a + L) * (S q * chi S a L q) - S q := fun q => by
    linear_combination (-S q) * (chi_pos_and_inverse (h.1 q)).2
  have key : meanQ (fun q => S q ^ 2 * chi S a L q)
      = (a + L) * meanQ (fun q => S q * chi S a L q) := by
    unfold meanQ at hS ⊢
    rw [Finset.sum_congr rfl (fun q _ => hp q), Finset.sum_sub_distrib, ← Finset.mul_sum,
      sub_div, hS, sub_zero, mul_div_assoc]
  rw [key]
  linear_combination (a + L) * onsager_feedback ha h

/-- For an interaction of zero mean and `a = 3kT > 0` there is exactly one Onsager correction; it
is nonnegative, and it vanishes exactly when the interaction vanishes at every wave vector. -/
theorem onsager_correction (S : ι → ℝ) {a : ℝ} (ha : 0 < a) (hS : meanQ S = 0) :
    (∃! L, IsOnsager S a L) ∧
      ∀ L, IsOnsager S a L → 0 ≤ L ∧ (L = 0 ↔ ∀ q, S q = 0) := by
  refine ⟨existsUnique_onsager S ha, fun L h => ?_⟩
  have hn : (0 : ℝ) < Fintype.card ι := by exact_mod_cast Fintype.card_pos
  have hsum : ∑ q, S q = 0 := by
    unfold meanQ at hS
    exact (div_eq_zero_iff.1 hS).resolve_right hn.ne'
  -- averaging the stability condition gives `a + L > 0`
  have hx : 0 < a + L := by
    have hp : 0 < ∑ q, (a + L - S q) :=
      Finset.sum_pos (fun q _ => sub_pos.2 (h.1 q)) univ_nonempty
    rw [Finset.sum_sub_distrib, hsum, sub_zero, Finset.sum_const, Finset.card_univ,
      nsmul_eq_mul] at hp
    exact (mul_pos_iff_of_pos_left hn).1 hp
  have hterm : ∀ q ∈ (univ : Finset ι), 0 ≤ S q ^ 2 * chi S a L q := fun q _ =>
    mul_nonneg (sq_nonneg _) (chi_pos_and_inverse (h.1 q)).1.le
  have hquad := onsager_quadratic ha hS h
  have hmean : 0 ≤ meanQ (fun q => S q ^ 2 * chi S a L q) :=
    div_nonneg (Finset.sum_nonneg hterm) hn.le
  refine ⟨?_, fun h0 q => ?_, fun h0 => ?_⟩
  · by_contra hneg
    have h1 := mul_neg_of_neg_of_pos (not_le.1 hneg) hx
    have h2 := mul_nonneg ha.le hmean
    linarith
  · -- a vanishing correction forces every term of the weighted sum to vanish
    have hz : a * meanQ (fun q => S q ^ 2 * chi S a L q) = 0 := by
      rw [← hquad, h0, zero_mul]
    have hm := (mul_eq_zero.1 hz).resolve_left ha.ne'
    unfold meanQ at hm
    have hs := (div_eq_zero_iff.1 hm).resolve_right hn.ne'
    have hq := (Finset.sum_eq_zero_iff_of_nonneg hterm).1 hs q (mem_univ q)
    exact pow_eq_zero_iff (two_ne_zero) |>.1
      ((mul_eq_zero.1 hq).resolve_right (chi_pos_and_inverse (h.1 q)).1.ne')
  · have e := onsager_feedback ha h
    simpa [meanQ, h0] using e

/-- Any upper bound on the interaction over the mesh is also an upper bound on the Onsager
correction. -/
theorem onsager_le_of_le {S : ι → ℝ} {a L M : ℝ} (ha : 0 < a) (h : IsOnsager S a L)
    (hM : ∀ q, S q ≤ M) : L ≤ M := by
  have hn : (0 : ℝ) < Fintype.card ι := by exact_mod_cast Fintype.card_pos
  have hb : meanQ (fun q => S q * chi S a L q) ≤ M * (1 / a) := by
    rw [← h.2]
    unfold meanQ
    rw [← mul_div_assoc, Finset.mul_sum]
    exact div_le_div_of_nonneg_right (Finset.sum_le_sum fun q _ =>
      mul_le_mul_of_nonneg_right (hM q) (chi_pos_and_inverse (h.1 q)).1.le) hn.le
  calc L = a * meanQ (fun q => S q * chi S a L q) := onsager_feedback ha h
    _ ≤ a * (M * (1 / a)) := mul_le_mul_of_nonneg_left hb ha.le
    _ = M := by field_simp

/-- On a mesh of two wave vectors with interactions `s` and `-s`, the Onsager correction is
`(√(a² + 4s²) - a) / 2`. -/
theorem onsager_two_point {a : ℝ} (ha : 0 < a) (s L : ℝ) :
    IsOnsager ![s, -s] a L ↔ L = (√(a ^ 2 + 4 * s ^ 2) - a) / 2 := by
  have hr : √(a ^ 2 + 4 * s ^ 2) ^ 2 = a ^ 2 + 4 * s ^ 2 := Real.sq_sqrt (by positivity)
  have h1 : 2 * s < √(a ^ 2 + 4 * s ^ 2) := Real.lt_sqrt_of_sq_lt (by nlinarith [pow_pos ha 2])
  have h2 : -(2 * s) < √(a ^ 2 + 4 * s ^ 2) :=
    Real.lt_sqrt_of_sq_lt (by nlinarith [pow_pos ha 2])
  generalize √(a ^ 2 + 4 * s ^ 2) = r at hr h1 h2 ⊢
  have hsol : IsOnsager ![s, -s] a ((r - a) / 2) := by
    constructor
    · intro q
      fin_cases q
      · change s < a + (r - a) / 2
        linarith
      · change -s < a + (r - a) / 2
        linarith
    · have hm : ∀ f : Fin 2 → ℝ, meanQ f = (f 0 + f 1) / 2 := fun f => by
        simp [meanQ, Fin.sum_univ_two]
      rw [hm]
      change (1 / (a - s + (r - a) / 2) + 1 / (a - -s + (r - a) / 2)) / 2 = 1 / a
      have d1 : a - s + (r - a) / 2 ≠ 0 := by
        have : 0 < a - s + (r - a) / 2 := by linarith
        exact this.ne'
      have d2 : a - -s + (r - a) / 2 ≠ 0 := by
        have : 0 < a - -s + (r - a) / 2 := by linarith
        exact this.ne'
      rw [div_add_div _ _ d1 d2, div_div,
        div_eq_div_iff (mul_ne_zero (mul_ne_zero d1 d2) two_ne_zero) ha.ne']
      linear_combination (-1 / 2) * hr
  constructor
  · intro h
    exact (existsUnique_onsager ![s, -s] ha).unique h hsol
  · intro h
    rw [h]
    exact hsol

end

end OnsagerCorrection
```

```lean
#print axioms OnsagerCorrection.onsager_correction
#print axioms OnsagerCorrection.onsager_le_of_le
#print axioms OnsagerCorrection.onsager_two_point
```

```
'OnsagerCorrection.onsager_correction' depends on axioms: [propext, Classical.choice, Quot.sound]
'OnsagerCorrection.onsager_le_of_le' depends on axioms: [propext, Classical.choice, Quot.sound]
'OnsagerCorrection.onsager_two_point' depends on axioms: [propext, Classical.choice, Quot.sound]
```

### How the proof follows the algebra

`chi_pos_and_inverse` supplies χ > 0 and the identity (a − S + L)χ = 1. `meanQ_chi_strictAnti` compares the sums term by term. In `existsUnique_onsager`, `hlow` and `hup` are the two endpoint estimates; uniqueness splits into the cases `L' < L`, `L' = L` and `L < L'`, and monotonicity rules out the outer two.

`onsager_feedback` and `onsager_quadratic` are the two averaged identities. In each, `linear_combination` derives the pointwise equation from the inverse identity, and the sum is then split. `onsager_correction` first obtains `hx`, which is a + L > 0, and then argues by sign. For the equality case, `Finset.sum_eq_zero_iff_of_nonneg` turns a vanishing sum of nonnegative terms into vanishing terms. `onsager_le_of_le` bounds the feedback formula, while `onsager_two_point` verifies the closed form and calls on uniqueness for the converse.

### The intermediate value theorem above the rightmost pole

Existence turns on `intermediate_value_Icc'`. For a function f continuous on a closed interval [u, v], it says that every value between f(v) and f(u) is attained there; the prime marks this reversed order, which suits a decreasing function. The pair `⟨hup, hlow⟩` places 1/a between the endpoint values, and the theorem returns `L` together with its membership in the interval.

Continuity is needed only on that interval. The rightmost pole of ⟨χ⟩ lies at L = M − a, and the left endpoint sits a/n above it. Membership in the interval therefore also yields the stability of the root.

### A negative correction without zero mean

Take a single mesh point with S = −1. The sum rule reads 1/(a + 1 + L) = 1/a, so L = −1 for every a > 0. This root is stable, since −1 < a − 1. Existence and uniqueness survive, but the sign does not. If the single point is q = 0, S is the sum of all the couplings of a moment, and it can be negative for an antiferromagnet in which no moment couples to itself. A mesh too coarse for the range of the interaction can therefore break the zero-mean condition, and the sign result then does not apply.
